# Counting configurations by symmetry when every orbital has a one-dimensional character

In a full configuration interaction (CI) calculation restricted to one spatial symmetry, with fixed numbers of spin-up and spin-down electrons, the coefficient vector in the determinant basis has one entry for each determinant of that symmetry, provided the orbitals are such that every determinant has a definite symmetry. Its length is the number of such determinants. For a finite orbital set in which every orbital carries a one-dimensional character, this number follows from one polynomial per symmetry operation, with no list of determinants.

Let G be a finite group with |G| elements, and let p run over a finite set of n orbitals. Under an operation g, orbital p is multiplied by a nonzero complex number χ_p(g), with χ_p(gh) = χ_p(g) χ_p(h). A configuration of k electrons is a set S of k distinct orbitals (if the orbitals are spatial, this means k electrons of the same spin; the count for both spins together is derived further below). Its label is the product character

χ_S(g) = ∏_{p∈S} χ_p(g).

Let Γ be a target character, and write [x^k] for the coefficient of x^k. The number of k-electron configurations with χ_S = Γ is

N_k(Γ) = (1/|G|) ∑_g Γ(g⁻¹) [x^k] ∏_p (1 + χ_p(g) x).

## From orthogonality to the occupation polynomial

For two characters Γ and Λ, put

M = ∑_g Γ(g⁻¹) Λ(g).

If Λ = Γ, every term is Γ(g⁻¹g) = Γ(1) = 1, and M = |G|. If Λ ≠ Γ, some h has Λ(h) ≠ Γ(h). As g runs over the group, so does hg, and therefore

M = ∑_g Γ(g⁻¹h⁻¹) Λ(hg) = Γ(h)⁻¹ Λ(h) M.

Hence (Γ(h) − Λ(h)) M = 0, and M = 0.

Thus (1/|G|) ∑_g Γ(g⁻¹) χ_S(g) is 1 when S has label Γ and 0 otherwise. Adding this over all k-element sets and exchanging the two sums gives

N_k(Γ) = (1/|G|) ∑_g Γ(g⁻¹) ∑_{|S|=k} χ_S(g).

It remains to evaluate the inner sum. Expanding the product over orbitals means choosing from each factor either 1 (empty) or χ_p(g) x (occupied):

∏_p (1 + χ_p(g) x) = ∑_S χ_S(g) x^|S|.

The coefficient of x^k is exactly the inner sum, which proves the formula.

## Labels, configurations and the polynomial in Lean

```lean
import Mathlib

open Polynomial
open scoped Classical

namespace SymmetryBlockedCI

noncomputable section

variable {G ι : Type*} [Group G]
```

The type `ι` indexes the orbitals. A character is a homomorphism `G →* ℂˣ` into the nonzero complex numbers. That each orbital has one is a hypothesis: it says that the orbitals are symmetry-adapted and that no operation mixes them. Orbitals belonging to degenerate representations, such as an e pair in C₃ᵥ, are therefore not covered.

```lean
/-- The symmetry label of a configuration: the product of the characters of its
occupied orbitals. -/
def configLabel (χ : ι → G →* ℂˣ) (S : Finset ι) : G →* ℂˣ := ∏ p ∈ S, χ p
```

The product here is taken in the group of homomorphisms, so the label is again a character. The empty configuration has the trivial label.

```lean
/-- The number of configurations of `k` electrons in distinct orbitals
with symmetry label `Γ`. -/
def ciDim [Fintype ι] (χ : ι → G →* ℂˣ) (Γ : G →* ℂˣ) (k : ℕ) : ℕ :=
  ((Finset.powersetCard k (Finset.univ : Finset ι)).filter
    (fun S => configLabel χ S = Γ)).card
```

`ciDim` is a natural number, obtained by filtering the k-element subsets. If `ι` indexes spin orbitals, these subsets are determinants with every possible distribution of spin; if it indexes spatial orbitals, they describe electrons of a single spin.

```lean
/-- The number of determinants with `a` spin-up and `b` spin-down electrons, both drawn from one
common set of spatial orbitals, and with total symmetry label `Γ`. -/
def spinCiDim [Fintype ι] (χ : ι → G →* ℂˣ) (Γ : G →* ℂˣ) (a b : ℕ) : ℕ :=
  ((Finset.powersetCard a (Finset.univ : Finset ι) ×ˢ
    Finset.powersetCard b (Finset.univ : Finset ι)).filter
    (fun P => configLabel χ P.1 * configLabel χ P.2 = Γ)).card
```

For fixed numbers of spin-up and spin-down electrons, a determinant is a pair of subsets of the same spatial orbitals. The two subsets may overlap, which permits double occupation. Symmetry acts only on the spatial parts, and the count is of determinants, not of spin-adapted functions.

```lean
/-- The occupation polynomial at the group element `g`: each orbital is either empty
(factor `1`) or occupied (factor `χ_p(g) x`). -/
def occPoly [Fintype ι] (χ : ι → G →* ℂˣ) (g : G) : ℂ[X] :=
  ∏ p, (1 + C ((χ p g : ℂˣ) : ℂ) * X)
```

`occPoly` is a polynomial over ℂ, and its variable records the number of electrons.

## Orthogonality and the counting formula

```lean
/-- The character of a configuration at `g` is the product of the orbital characters
at `g`. -/
theorem configLabel_apply (χ : ι → G →* ℂˣ) (S : Finset ι) (g : G) :
    ((configLabel χ S g : ℂˣ) : ℂ) = ∏ p ∈ S, ((χ p g : ℂˣ) : ℂ) := by
  simp [configLabel, MonoidHom.finsetProd_apply, Units.coe_prod]
```

This lemma evaluates the product of homomorphisms at g, giving the ordinary product of numbers used in the derivation.

```lean
/-- Orthogonality of one-dimensional characters: the group sum of `Γ(g⁻¹) Λ(g)` is the
group order if the labels agree and zero otherwise. -/
theorem character_orthogonality [Fintype G] (Γ Λ : G →* ℂˣ) :
    ∑ g, ((Γ g⁻¹ : ℂˣ) : ℂ) * ((Λ g : ℂˣ) : ℂ) =
      if Λ = Γ then (Fintype.card G : ℂ) else 0 := by
  split_ifs with hΛ
  · subst hΛ
    have e : ∀ g, ((Λ g⁻¹ : ℂˣ) : ℂ) * ((Λ g : ℂˣ) : ℂ) = 1 := by
      intro g
      rw [← Units.val_mul, ← map_mul, inv_mul_cancel, map_one, Units.val_one]
    rw [Finset.sum_congr rfl fun g _ => e g]
    simp
  · obtain ⟨h, hh⟩ : ∃ h, Λ h ≠ Γ h := by
      by_contra hc
      exact hΛ (MonoidHom.ext fun x => by
        by_contra hx
        exact hc ⟨x, hx⟩)
    -- shift the summation variable by an element that tells the labels apart
    have shift := Equiv.sum_comp (Equiv.mulLeft h)
      (fun g => ((Γ g⁻¹ : ℂˣ) : ℂ) * ((Λ g : ℂˣ) : ℂ))
    simp only [Equiv.coe_mulLeft] at shift
    have step : ∀ g, ((Γ h : ℂˣ) : ℂ) *
        (((Γ (h * g)⁻¹ : ℂˣ) : ℂ) * ((Λ (h * g) : ℂˣ) : ℂ)) =
        ((Λ h : ℂˣ) : ℂ) * (((Γ g⁻¹ : ℂˣ) : ℂ) * ((Λ g : ℂˣ) : ℂ)) := by
      intro g
      have e : Γ h * Γ (h * g)⁻¹ = Γ g⁻¹ := by
        rw [map_inv, map_inv, map_mul, mul_inv, mul_inv_cancel_left]
      rw [← mul_assoc, ← Units.val_mul, e, map_mul Λ, Units.val_mul]
      ring
    have key : ((Γ h : ℂˣ) : ℂ) * ∑ g, ((Γ g⁻¹ : ℂˣ) : ℂ) * ((Λ g : ℂˣ) : ℂ) =
        ((Λ h : ℂˣ) : ℂ) * ∑ g, ((Γ g⁻¹ : ℂˣ) : ℂ) * ((Λ g : ℂˣ) : ℂ) := by
      conv_lhs => rw [← shift]
      rw [Finset.mul_sum, Finset.mul_sum]
      exact Finset.sum_congr rfl fun g _ => step g
    by_contra hS
    exact hh (Units.ext (mul_right_cancel₀ hS key).symm)
```

The case split follows the two cases by hand. In the second, `shift` is the replacement of g by hg, `step` transforms a single term, and `key` is the equation Γ(h) M = Λ(h) M. If M were nonzero, cancelling it would give Γ(h) = Λ(h), contrary to the choice of h.

```lean
/-- In a finite family of states with one-dimensional symmetry labels, the number with
label `Γ` is the group average of `Γ(g⁻¹)` times the summed characters of the family. -/
theorem card_with_label [Fintype G] {α : Type*} (T : Finset α) (L : α → G →* ℂˣ)
    (Γ : G →* ℂˣ) :
    ((T.filter (fun a => L a = Γ)).card : ℂ) =
      (1 / (Fintype.card G : ℂ)) *
        ∑ g, ((Γ g⁻¹ : ℂˣ) : ℂ) * ∑ a ∈ T, ((L a g : ℂˣ) : ℂ) := by
  have hG : (Fintype.card G : ℂ) ≠ 0 := Nat.cast_ne_zero.mpr Fintype.card_ne_zero
  have hs : ∑ g, ((Γ g⁻¹ : ℂˣ) : ℂ) * ∑ a ∈ T, ((L a g : ℂˣ) : ℂ) =
      ∑ a ∈ T, if L a = Γ then (Fintype.card G : ℂ) else 0 := by
    simp_rw [Finset.mul_sum]
    rw [Finset.sum_comm]
    exact Finset.sum_congr rfl fun a _ => character_orthogonality Γ (L a)
  rw [hs, ← Finset.sum_filter, Finset.sum_const, nsmul_eq_mul]
  field_simp
```

The counting argument is stated for any finite family `T` of states with labels `L`, so that it serves both single subsets and pairs. `Finset.sum_comm` exchanges the sums, and orthogonality turns each state into |G| or 0.

## The coefficient as a sum over configurations

```lean
/-- The `x^k` coefficient of the occupation polynomial is the sum of the characters of all
`k`-electron configurations. -/
theorem occPoly_coeff [Fintype ι] (χ : ι → G →* ℂˣ) (g : G) (k : ℕ) :
    (occPoly χ g).coeff k =
      ∑ S ∈ Finset.powersetCard k (Finset.univ : Finset ι),
        ((configLabel χ S g : ℂˣ) : ℂ) := by
  -- expanding the product chooses the set of occupied orbitals
  have h : occPoly χ g = ∑ S ∈ (Finset.univ : Finset ι).powerset,
      C ((configLabel χ S g : ℂˣ) : ℂ) * X ^ S.card := by
    unfold occPoly
    rw [Finset.prod_congr rfl
      (fun p _ => add_comm (1 : ℂ[X]) (C ((χ p g : ℂˣ) : ℂ) * X)), Finset.prod_add]
    refine Finset.sum_congr rfl fun S _ => ?_
    rw [Finset.prod_const_one, mul_one, Finset.prod_mul_distrib, Finset.prod_const,
      configLabel_apply, map_prod]
  rw [h, finsetSum_coeff]
  simp_rw [coeff_C_mul_X_pow]
  rw [← Finset.sum_filter]
  refine Finset.sum_congr ?_ (fun _ _ => rfl)
  ext S
  simp only [Finset.mem_filter, Finset.mem_powerset, Finset.mem_powersetCard,
    Finset.subset_univ, true_and]
  exact eq_comm
```

`Finset.prod_add` performs the expansion over occupied sets. Taking the coefficient of x^k then keeps only the sets with k elements.

```lean
/-- The number of `k`-electron configurations with label `Γ` is the group average of
`Γ(g⁻¹)` times the `x^k` coefficient of `∏ p, (1 + χ_p(g) x)`. -/
theorem ciDim_eq [Fintype G] [Fintype ι] (χ : ι → G →* ℂˣ) (Γ : G →* ℂˣ) (k : ℕ) :
    (ciDim χ Γ k : ℂ) = (1 / (Fintype.card G : ℂ)) *
      ∑ g, ((Γ g⁻¹ : ℂˣ) : ℂ) * (occPoly χ g).coeff k := by
  have h := card_with_label (Finset.powersetCard k (Finset.univ : Finset ι))
    (configLabel χ) Γ
  refine Eq.trans ?_ (h.trans ?_)
  · unfold ciDim
    congr!
  · simp_rw [occPoly_coeff]
```

The main theorem combines the two preceding results. Its equation lives in ℂ, with the natural number `ciDim χ Γ k` regarded as a complex number; the right-hand side is therefore always a non-negative integer. For k > n both sides are zero.

## Two spin strings and a single mirror plane

With a spin-up and b spin-down electrons, the character of a determinant is χ_A(g) χ_B(g), where A and B are the two occupied sets. Summing over all pairs factorises:

∑_{|A|=a} ∑_{|B|=b} χ_A(g) χ_B(g) = ([x^a] ∏_p (1 + χ_p(g) x)) · ([x^b] ∏_p (1 + χ_p(g) x)).

The product of two coefficients thus replaces the single coefficient in the formula.

```lean
/-- With `a` spin-up and `b` spin-down electrons, the number of determinants with label `Γ`
is the group average of `Γ(g⁻¹)` times the product of the `x^a` and `x^b` coefficients of
the occupation polynomial. -/
theorem spinCiDim_eq [Fintype G] [Fintype ι] (χ : ι → G →* ℂˣ) (Γ : G →* ℂˣ) (a b : ℕ) :
    (spinCiDim χ Γ a b : ℂ) = (1 / (Fintype.card G : ℂ)) *
      ∑ g, ((Γ g⁻¹ : ℂˣ) : ℂ) * ((occPoly χ g).coeff a * (occPoly χ g).coeff b) := by
  have h := card_with_label (Finset.powersetCard a (Finset.univ : Finset ι) ×ˢ
    Finset.powersetCard b (Finset.univ : Finset ι))
    (fun P => configLabel χ P.1 * configLabel χ P.2) Γ
  refine Eq.trans ?_ (h.trans ?_)
  · unfold spinCiDim
    congr!
  congr 1
  refine Finset.sum_congr rfl fun g _ => ?_
  congr 1
  -- the character of a determinant factorises into its two spin strings
  rw [Finset.sum_product, occPoly_coeff, occPoly_coeff, Finset.sum_mul_sum]
  simp only [MonoidHom.mul_apply, Units.val_mul]
```

The proof applies `card_with_label` to pairs, and `Finset.sum_mul_sum` supplies the factorisation.

Now let G consist of the identity and one other operation σ, for example a mirror plane. At the identity the polynomial is (1 + x)^n, whose x^k coefficient is the binomial coefficient C(n,k). Since σ⁻¹ = σ, the group average becomes

N_k(Γ) = ½ (C(n,k) + Γ(σ) [x^k] ∏_p (1 + χ_p(σ) x)).

The hypotheses `hσ` and `hG` in the theorem say that σ is not the identity and that there are no further elements. From them the proof derives |G| = 2 and σ⁻¹ = σ, then writes out the two-term sum.

```lean
/-- If the identity and one further operation `σ` make up the whole group, the number of
`k`-electron configurations with label `Γ` is half the sum of the binomial coefficient and
`Γ(σ)` times the `x^k` coefficient of the occupation polynomial at `σ`. -/
theorem ciDim_two_element_group [Fintype G] [Fintype ι] (χ : ι → G →* ℂˣ) (Γ : G →* ℂˣ)
    (k : ℕ) (σ : G) (hσ : σ ≠ 1) (hG : ∀ g : G, g = 1 ∨ g = σ) :
    (ciDim χ Γ k : ℂ) = (1 / 2) * (((Fintype.card ι).choose k : ℂ) +
      ((Γ σ : ℂˣ) : ℂ) * (occPoly χ σ).coeff k) := by
  have hu : (Finset.univ : Finset G) = {1, σ} := by
    ext g
    simpa using hG g
  have hc : Fintype.card G = 2 := by
    rw [← Finset.card_univ, hu, Finset.card_pair hσ.symm]
  have hinv : σ⁻¹ = σ := by
    rcases hG σ⁻¹ with h | h
    · exact absurd (inv_eq_one.mp h) hσ
    · exact h
  -- at the identity every configuration counts once
  have h1 : (occPoly χ (1 : G)).coeff k = ((Fintype.card ι).choose k : ℂ) := by
    rw [occPoly_coeff]
    simp [Finset.card_powersetCard]
  rw [ciDim_eq, hc, hu, Finset.sum_pair hσ.symm, hinv, inv_one, map_one, Units.val_one, h1]
  push_cast
  ring

end

end SymmetryBlockedCI
```

```lean
#print axioms SymmetryBlockedCI.character_orthogonality
#print axioms SymmetryBlockedCI.spinCiDim_eq
#print axioms SymmetryBlockedCI.ciDim_two_element_group
```

```
'SymmetryBlockedCI.character_orthogonality' depends on axioms: [propext, Classical.choice, Quot.sound]
'SymmetryBlockedCI.spinCiDim_eq' depends on axioms: [propext, Classical.choice, Quot.sound]
'SymmetryBlockedCI.ciDim_two_element_group' depends on axioms: [propext, Classical.choice, Quot.sound]
```

## Blocks as subspaces

The theorems count labelled subsets. The block could also be modelled as a subspace of the k-th exterior power of the orbital space, namely the vectors that every g multiplies by Γ(g), with its dimension in place of the cardinality. For the orbitals treated here the two numbers agree, because the determinants form a basis on which G acts diagonally. The subspace definition also applies to degenerate orbitals, although operations can then mix determinants: for a one-dimensional Γ, the dimension is given by the same formula with the product over orbitals replaced by det(1 + x ρ(g)), where ρ(g) is the matrix of g on the orbital space. This extension is not among the theorems proved above.
